# A differentiable energy has an image function for fixed inverted modes exactly when it is a sum of a function of those modes and a function of the others

**Q.** Take \(f(x,y)=xy\) and invert the mode \(x\). An image function \(g\) should have partial derivatives \((-f_x,f_y)=(-y,x)\). What goes wrong?

**A.** The sum \(g+f\) has zero \(x\)-derivative, so \(g(x,y)+xy=g(0,y)\). The difference \(f-g\) has zero \(y\)-derivative, so \(xy-g(x,y)=-g(x,0)\). Adding the two gives
\[
2xy=g(0,y)-g(x,0).
\]
Setting \(x=0\) shows that \(g(0,y)=g(0,0)\), and setting \(y=0\) shows that \(g(x,0)=g(0,0)\). Hence \(2xy=0\) everywhere, which fails at \((1,1)\). No such \(g\) exists.

**Q.** I would have compared mixed second derivatives. Does your argument work for a general energy?

**A.** It does, and it needs only first derivatives. For any differentiable \(f\) with an image function \(g\),
\[
g(x,y)+f(x,y)=g(0,y)+f(0,y),\qquad f(x,y)-g(x,y)=f(x,0)-g(x,0).
\]
Half the sum of these equations is
\[
f(x,y)=\underbrace{\tfrac12\,[f(x,0)-g(x,0)]}_{a(x)}+\underbrace{\tfrac12\,[f(0,y)+g(0,y)]}_{b(y)}.
\]

Conversely, if \(f(x,y)=a(x)+b(y)\), take \(g(x,y)=b(y)-a(x)\). To differentiate it at \((x_0,y_0)\) without assuming anything about \(a\) and \(b\), write
\[
g(x,y)=f(x,y)-2f(x,y_0)+2b(y_0).
\]
The right side is differentiable because \(f\) is. For a displacement \((u,v)\), its derivative at \((x_0,y_0)\) is \(Df(u,v)-2Df(u,0)=Df(-u,v)\), as required.

**Q.** Real molecules have more than two coordinates. What are \(x\) and \(y\) in the Lean file?

**A.** They are vectors. `E` holds the modes to be inverted and `F` the remaining ones; both may be any real normed spaces.

```lean
import Mathlib


namespace ImageFunction

noncomputable section

variable {E F : Type*} [NormedAddCommGroup E] [NormedSpace ℝ E]
  [NormedAddCommGroup F] [NormedSpace ℝ F]
```

The inversion is a fixed linear map on displacements, \(R(u,v)=(-u,v)\).

```lean
/-- The fixed reflection of displacements `(u, v) ↦ (-u, v)`, which inverts the modes in `E`
and keeps those in `F`. -/
def reflect (E F : Type*) [NormedAddCommGroup E] [NormedSpace ℝ E]
    [NormedAddCommGroup F] [NormedSpace ℝ F] : E × F →L[ℝ] E × F :=
  (-(ContinuousLinearMap.fst ℝ E F)).prod (ContinuousLinearMap.snd ℝ E F)
```

**Q.** And where is the gradient of the image function?

**A.** It appears as a derivative, a linear form on displacements, so no inner product is needed. `IsImage f g` says that at every point \(p\) the function \(g\) is differentiable with derivative \(Df(p)\circ R\). Lean's `fderiv` returns zero where \(f\) is not differentiable, but the theorems assume or establish differentiability of \(f\).

```lean
/-- `g` is an image function of the energy `f`: at every point its derivative is that of `f`
with the modes in `E` inverted. -/
def IsImage (f g : E × F → ℝ) : Prop :=
  ∀ p, HasFDerivAt g ((fderiv ℝ f p).comp (reflect E F)) p
```

**Q.** Show me the first of your two constancy claims.

**A.** Fix \(y\) and move along `E`. The chain rule gives the slopes \(Df(-u,0)\) for \(g\) and \(Df(u,0)\) for \(f\). By linearity they add to zero, and a function on `E` with zero derivative everywhere is constant.

```lean
/-- The sum of a differentiable energy and an image function of it does not depend on the inverted
modes. -/
theorem image_add_const {f g : E × F → ℝ} (hf : Differentiable ℝ f) (hg : IsImage f g)
    (x x' : E) (y : F) : g (x, y) + f (x, y) = g (x', y) + f (x', y) := by
  have h : ∀ x, HasFDerivAt (fun x => g (x, y) + f (x, y)) (0 : E →L[ℝ] ℝ) x := by
    intro x
    have hi : HasFDerivAt (fun e : E => (e, y)) (ContinuousLinearMap.inl ℝ E F) x :=
      hasFDerivAt_prodMk_left x y
    have h1 : HasFDerivAt (fun e : E => g (e, y)) (((fderiv ℝ f (x, y)).comp
        (reflect E F)).comp (ContinuousLinearMap.inl ℝ E F)) x :=
      HasFDerivAt.comp (g := g) (f := fun e : E => (e, y)) x (hg (x, y)) hi
    have h2 : HasFDerivAt (fun e : E => f (e, y))
        ((fderiv ℝ f (x, y)).comp (ContinuousLinearMap.inl ℝ E F)) x :=
      HasFDerivAt.comp (g := f) (f := fun e : E => (e, y)) x (hf (x, y)).hasFDerivAt hi
    refine (h1.add h2).congr_fderiv (ContinuousLinearMap.ext fun u => ?_)
    -- the two slopes along an inverted mode cancel
    change fderiv ℝ f (x, y) (-u, (0 : F)) + fderiv ℝ f (x, y) (u, (0 : F)) = 0
    have key : (-u, (0 : F)) + (u, (0 : F)) = 0 :=
      Prod.ext (neg_add_cancel u) (add_zero (0 : F))
    rw [← map_add, key, map_zero]
  exact is_const_of_fderiv_eq_zero (fun x => (h x).differentiableAt)
    (fun x => (h x).fderiv) x x'
```

Along `F` the reflection does nothing, so the two slopes agree and the difference is constant.

```lean
/-- The difference of a differentiable energy and an image function of it does not depend on the
modes that are kept. -/
theorem image_sub_const {f g : E × F → ℝ} (hf : Differentiable ℝ f) (hg : IsImage f g)
    (x : E) (y y' : F) : f (x, y) - g (x, y) = f (x, y') - g (x, y') := by
  have h : ∀ y, HasFDerivAt (fun y => f (x, y) - g (x, y)) (0 : F →L[ℝ] ℝ) y := by
    intro y
    have hi : HasFDerivAt (fun e : F => (x, e)) (ContinuousLinearMap.inr ℝ E F) y :=
      hasFDerivAt_prodMk_right x y
    have h1 : HasFDerivAt (fun e : F => g (x, e)) (((fderiv ℝ f (x, y)).comp
        (reflect E F)).comp (ContinuousLinearMap.inr ℝ E F)) y :=
      HasFDerivAt.comp (g := g) (f := fun e : F => (x, e)) y (hg (x, y)) hi
    have h2 : HasFDerivAt (fun e : F => f (x, e))
        ((fderiv ℝ f (x, y)).comp (ContinuousLinearMap.inr ℝ E F)) y :=
      HasFDerivAt.comp (g := f) (f := fun e : F => (x, e)) y (hf (x, y)).hasFDerivAt hi
    refine (h2.sub h1).congr_fderiv (ContinuousLinearMap.ext fun v => ?_)
    -- the two slopes along a kept mode agree
    change fderiv ℝ f (x, y) ((0 : E), v) - fderiv ℝ f (x, y) (-(0 : E), v) = 0
    rw [neg_zero, sub_self]
  exact is_const_of_fderiv_eq_zero (fun y => (h y).differentiableAt)
    (fun y => (h y).fderiv) y y'
```

**Q.** In the converse, does Lean quietly assume that \(a\) and \(b\) are smooth?

**A.** No, they enter as arbitrary functions. The equation `e` in the proof is the rewriting of \(g\) through \(f\) given above, with the base point \(p\) in place of \((x_0,y_0)\). The identity `key` then checks that \((u,v)-2(u,0)=(-u,v)\).

```lean
/-- For a differentiable separable energy `a x + b y`, the function `b y - a x` is an image
function. -/
theorem isImage_of_separable {f : E × F → ℝ} (hf : Differentiable ℝ f) {a : E → ℝ} {b : F → ℝ}
    (hab : ∀ x y, f (x, y) = a x + b y) : IsImage f (fun p => b p.2 - a p.1) := by
  intro p
  have hk : HasFDerivAt (fun q : E × F => (q.1, p.2))
      ((ContinuousLinearMap.fst ℝ E F).prod (0 : E × F →L[ℝ] F)) p :=
    hasFDerivAt_fst.prodMk (hasFDerivAt_const p.2 p)
  have h1 : HasFDerivAt (fun q : E × F => f (q.1, p.2))
      ((fderiv ℝ f p).comp ((ContinuousLinearMap.fst ℝ E F).prod (0 : E × F →L[ℝ] F))) p :=
    HasFDerivAt.comp (g := f) (f := fun q : E × F => (q.1, p.2)) p (hf p).hasFDerivAt hk
  have h2 := ((hf p).hasFDerivAt.sub (h1.add h1)).add_const (2 * b p.2)
  -- the image is written through `f` alone, so `a` and `b` need not be known to be smooth
  have e : (fun q : E × F => b q.2 - a q.1) =
      fun q => f q - (f (q.1, p.2) + f (q.1, p.2)) + 2 * b p.2 := by
    funext q
    obtain ⟨x, y⟩ := q
    simp only [hab]
    ring
  rw [e]
  refine h2.congr_fderiv (ContinuousLinearMap.ext fun w => ?_)
  obtain ⟨u, v⟩ := w
  change fderiv ℝ f p (u, v) - (fderiv ℝ f p (u, (0 : F)) + fderiv ℝ f p (u, (0 : F)))
    = fderiv ℝ f p (-u, v)
  have key : (u, v) - ((u, (0 : F)) + (u, (0 : F))) = (-u, v) := by
    refine Prod.ext ?_ ?_
    · change u - (u + u) = -u
      abel
    · change v - (0 + 0) = v
      simp
  rw [← map_add, ← map_sub, key]
```

The equivalence combines both directions. Its forward half supplies the functions \(a\) and \(b\) displayed earlier, and `linarith` takes half the sum.

```lean
/-- A differentiable energy has an image function for a fixed set of inverted modes if and only
if it is a sum of a function of these modes and a function of the others. -/
theorem exists_image_iff_separable {f : E × F → ℝ} (hf : Differentiable ℝ f) :
    (∃ g, IsImage f g) ↔ ∃ (a : E → ℝ) (b : F → ℝ), ∀ x y, f (x, y) = a x + b y := by
  constructor
  · rintro ⟨g, hg⟩
    refine ⟨fun x => (f (x, 0) - g (x, 0)) / 2, fun y => (f (0, y) + g (0, y)) / 2, ?_⟩
    intro x y
    have h1 := image_add_const hf hg x 0 y
    have h2 := image_sub_const hf hg x y 0
    dsimp only
    linarith
  · rintro ⟨a, b, hab⟩
    exact ⟨_, isImage_of_separable hf hab⟩
```

**Q.** That settles existence. But I want saddle points, and nothing so far mentions one.

**A.** When an image function exists, the same two constancy facts give
\[
g(x,y)-g(x_0,y_0)=[f(x_0,y)-f(x_0,y_0)]+[f(x_0,y_0)-f(x,y_0)].
\]
If \(f\) is maximal at \((x_0,y_0)\) along the inverted modes and minimal along the others, both brackets are non-negative and \(g\) has a global minimum there. Conversely, at a global minimum of \(g\), setting \(x=x_0\) or \(y=y_0\) isolates one bracket and shows that it is non-negative.

```lean
/-- A point is a global minimum of an image function of a differentiable energy if and only if the
energy is maximal there along the inverted modes and minimal there along the others. -/
theorem image_min_iff_saddle {f g : E × F → ℝ} (hf : Differentiable ℝ f) (hg : IsImage f g)
    (x₀ : E) (y₀ : F) :
    (∀ x y, g (x₀, y₀) ≤ g (x, y)) ↔
      (∀ x, f (x, y₀) ≤ f (x₀, y₀)) ∧ ∀ y, f (x₀, y₀) ≤ f (x₀, y) := by
  constructor
  · intro h
    refine ⟨fun x => ?_, fun y => ?_⟩
    · linarith [h x y₀, image_add_const hf hg x x₀ y₀]
    · linarith [h x₀ y, image_sub_const hf hg x₀ y y₀]
  · rintro ⟨hx, hy⟩ x y
    linarith [hx x, hy y, image_add_const hf hg x x₀ y₀, image_sub_const hf hg x₀ y y₀,
      image_add_const hf hg x x₀ y, image_sub_const hf hg x y y₀]
```

These are global, non-strict extrema. The theorem makes no statement about Hessian signatures, local minima or the convergence of a search.

**Q.** I asked about \((-f_x,f_y)\), and you answered with linear forms. Are they the same on the plane?

**A.** Yes, for differentiable functions. A linear form on the plane is fixed by its values on the two unit displacements, and for the derivative of a function these values are the partial derivatives.

```lean
/-- A linear form on the plane is fixed by its values on the two unit displacements. -/
theorem plane_form (L : ℝ × ℝ →L[ℝ] ℝ) (u v : ℝ) :
    L (u, v) = u * L (1, 0) + v * L (0, 1) := by
  have h : (u, v) = u • ((1 : ℝ), (0 : ℝ)) + v • ((0 : ℝ), (1 : ℝ)) := by simp
  rw [h, map_add, map_smul, map_smul, smul_eq_mul, smul_eq_mul]

/-- The partial derivatives of a differentiable function on the plane are the values of its
derivative on the two unit displacements. -/
theorem plane_partials {h : ℝ × ℝ → ℝ} (hh : Differentiable ℝ h) (x y : ℝ) :
    deriv (fun t => h (t, y)) x = fderiv ℝ h (x, y) (1, 0) ∧
      deriv (fun t => h (x, t)) y = fderiv ℝ h (x, y) (0, 1) :=
  ⟨((hh (x, y)).hasFDerivAt.comp_hasDerivAt x
      ((hasDerivAt_id x).prodMk (hasDerivAt_const x y))).deriv,
    ((hh (x, y)).hasFDerivAt.comp_hasDerivAt y
      ((hasDerivAt_const y x).prodMk (hasDerivAt_id y))).deriv⟩
```

With these two lemmas the plane theorem can be stated in ordinary partial derivatives, written with `deriv`. Its proof translates them into the derivative condition and back, and uses the general equivalence for the rest.

```lean
/-- For a differentiable energy `f` on the plane, a differentiable function with partial
derivatives `(-f_x, f_y)` exists if and only if `f(x, y) = a(x) + b(y)`. -/
theorem plane_image_iff_separable {f : ℝ × ℝ → ℝ} (hf : Differentiable ℝ f) :
    (∃ g : ℝ × ℝ → ℝ, Differentiable ℝ g ∧ ∀ x y,
      deriv (fun t => g (t, y)) x = -deriv (fun t => f (t, y)) x ∧
      deriv (fun t => g (x, t)) y = deriv (fun t => f (x, t)) y) ↔
    ∃ a b : ℝ → ℝ, ∀ x y, f (x, y) = a x + b y := by
  rw [← exists_image_iff_separable hf]
  constructor
  · rintro ⟨g, hg, h⟩
    refine ⟨g, fun p => ?_⟩
    obtain ⟨x, y⟩ := p
    obtain ⟨h1, h2⟩ := h x y
    rw [(plane_partials hg x y).1, (plane_partials hf x y).1] at h1
    rw [(plane_partials hg x y).2, (plane_partials hf x y).2] at h2
    refine (hg (x, y)).hasFDerivAt.congr_fderiv (ContinuousLinearMap.ext fun w => ?_)
    obtain ⟨u, v⟩ := w
    change fderiv ℝ g (x, y) (u, v) = fderiv ℝ f (x, y) (-u, v)
    rw [plane_form _ u v, plane_form _ (-u) v]
    linear_combination u * h1 + v * h2
  · rintro ⟨g, hg⟩
    have hd : Differentiable ℝ g := fun p => (hg p).differentiableAt
    refine ⟨g, hd, fun x y => ⟨?_, ?_⟩⟩
    · rw [(plane_partials hd x y).1, (plane_partials hf x y).1, (hg (x, y)).fderiv]
      change fderiv ℝ f (x, y) (-1, 0) = -fderiv ℝ f (x, y) (1, 0)
      rw [plane_form _ (-1) 0]
      ring
    · rw [(plane_partials hd x y).2, (plane_partials hf x y).2, (hg (x, y)).fderiv]
      change fderiv ℝ f (x, y) (-0, 1) = fderiv ℝ f (x, y) (0, 1)
      rw [neg_zero]
```

**Q.** What does it say about a quadratic surface \(\alpha x^2+\gamma xy+\beta y^2\)?

**A.** An image function for the inverted mode \(x\) exists exactly when \(\gamma=0\). A separable energy satisfies
\[
f(1,1)-f(1,0)-f(0,1)+f(0,0)=0,
\]
and for this surface the left side equals \(\gamma\). If \(\gamma=0\), the separation is visible.

```lean
/-- A quadratic surface with bilinear coupling `γ x y` has an image function for the inverted
mode `x` if and only if the coupling constant `γ` vanishes. -/
theorem quadratic_image_iff (α β γ : ℝ) :
    (∃ g, IsImage (fun p : ℝ × ℝ => α * p.1 ^ 2 + γ * (p.1 * p.2) + β * p.2 ^ 2) g) ↔
      γ = 0 := by
  rw [exists_image_iff_separable (by fun_prop)]
  constructor
  · rintro ⟨a, b, h⟩
    -- compare the energies at the four corners of the unit square
    have h00 := h 0 0
    have h10 := h 1 0
    have h01 := h 0 1
    have h11 := h 1 1
    norm_num at h00 h10 h01 h11
    linarith
  · rintro rfl
    exact ⟨fun x => α * x ^ 2, fun y => β * y ^ 2, fun x y => by ring⟩

end

end ImageFunction
```

```lean
#print axioms ImageFunction.exists_image_iff_separable
#print axioms ImageFunction.image_min_iff_saddle
#print axioms ImageFunction.plane_image_iff_separable
#print axioms ImageFunction.quadratic_image_iff
```

```
'ImageFunction.exists_image_iff_separable' depends on axioms: [propext, Classical.choice, Quot.sound]
'ImageFunction.image_min_iff_saddle' depends on axioms: [propext, Classical.choice, Quot.sound]
'ImageFunction.plane_image_iff_separable' depends on axioms: [propext, Classical.choice, Quot.sound]
'ImageFunction.quadratic_image_iff' depends on axioms: [propext, Classical.choice, Quot.sound]
```

**Q.** So what should I take from this for a transition-state search?

**A.** If the inverted modes are held fixed and the surface couples them to the rest, the reflected gradient is not the gradient of any function on the whole space. A minimiser driven by it therefore has no objective function on the whole space whose gradient it follows. If the energy is continuously differentiable, the slope along a single line can still be integrated, but these one-dimensional functions do not fit together into one energy. A molecular energy is not differentiable where nuclei coincide, so the theorem does not apply to it literally. The proof carries over, however, to any region that is a product of an open convex set of \(x\) and an open convex set of \(y\) and on which the energy is differentiable.

**Q.** My code updates the inverted mode at every step. Could the statement have been modelled that way?

**A.** Yes, with a reflection \(R(p)\) that depends on the point, for instance one that inverts the lowest Hessian eigenvector. The question would then be whether \(Df(p)\circ R(p)\) is the derivative of some function, and separability in the original coordinates would no longer be the criterion. Our first example shows how much the choice of mode matters. For \(f=xy\) the lowest eigenvector points along \((1,-1)\) everywhere, and inverting it turns the gradient \((y,x)\) into \((x,y)\), which is the gradient of \(\tfrac12(x^2+y^2)\). So the energy \(xy\) has an image function for this mode, though it has none for \(x\). Here the mode is the same at every point, and the theorem agrees once the coordinates are rotated: \(xy=\tfrac14(x+y)^2-\tfrac14(x-y)^2\) is a function of \(x-y\) plus a function of \(x+y\).
